# For a positive semidefinite D and a symmetric, strictly repulsive kernel on a nonempty finite grid, J(D) − K(D) is positive definite exactly when D has rank at least two

A self-consistent-field calculation can start from the eigenvectors of the core Hamiltonian h. For electrons of one spin, the density matrix D of the occupied ones gives the first Fock matrix, F = h + J(D) − K(D), and one can then compare the orbital energies of F with those of h. On a finite grid with a strictly repulsive interaction, meaning a positive interaction energy between any two distinct points, two occupied orbitals are enough for every eigenvalue, taken in order, to rise strictly. This follows from the min–max principle once J − K is known to be positive definite. With a single occupied orbital, the energy of that orbital does not move.

## Finite grid, real orbitals, one spin

The grid is a finite type `X`, and its points label an orthonormal basis e_x. The kernel v(x,y) is the interaction between points x and y, and D is a real matrix. The Coulomb and exchange matrices are

J_xx = Σ_y v(x,y) D_yy, with J_xy = 0 for x ≠ y

K_xy = v(x,y) D_xy

The same D enters both, so the model describes electrons of one spin. A general basis with four-index integrals and the Coulomb field of opposite-spin electrons are not covered. The value v(x,x) cancels between J and K, and no condition is placed on it.

```lean
import Mathlib

open Matrix

namespace HartreeFockStrictPositivity

noncomputable section

variable {X : Type*} [Fintype X] [DecidableEq X]

/-- The Coulomb matrix on the grid: diagonal, with the potential of the density `D y y`. -/
def coulomb (v : X → X → ℝ) (D : Matrix X X ℝ) : Matrix X X ℝ :=
  Matrix.diagonal fun x => ∑ y, v x y * D y y

/-- The exchange matrix on the grid, with entries `v x y * D x y`. -/
def exchange (v : X → X → ℝ) (D : Matrix X X ℝ) : Matrix X X ℝ :=
  Matrix.of fun x y => v x y * D x y
```

For an orbital c and two points x, y, define the pair vector

w = c_x e_y − c_y e_x

D acts on it as

(Dw)_z = c_x D_zy − c_y D_zx

```lean
/-- The vector `c x e_y - c y e_x` built from an orbital `c` and two grid points. -/
def pairVec (c : X → ℝ) (x y : X) : X → ℝ :=
  c x • Pi.single y (1 : ℝ) - c y • Pi.single x (1 : ℝ)

/-- The action of a matrix `D` on a pair vector, in components. -/
theorem mulVec_pairVec (D : Matrix X X ℝ) (c : X → ℝ) (x y z : X) :
    (D *ᵥ pairVec c x y) z = c x * D z y - c y * D z x := by
  simp [pairVec, Matrix.mulVec_sub, Matrix.mulVec_smul]
```

## Symmetry of the kernel: v(x,y) = v(y,x)

Physically, the interaction does not depend on which of the two particles is named first. By hand, expand the quadratic form of D in the pair vector:

wᵀDw = c_x² D_yy + c_y² D_xx − c_x c_y D_xy − c_x c_y D_yx

Multiply by v(x,y) and sum over all x and y. The first term gives cᵀJc and the third gives −cᵀKc. Exchanging the names x and y and using symmetry turns the second term into the first and the fourth into the third. Hence

2 cᵀ(J − K)c = Σ_x Σ_y v(x,y) wᵀDw

Neither c nor w need be normalised, so both sides contain quadratic forms; for c ≠ 0, dividing cᵀ(J − K)c by cᵀc gives the expectation value of J − K. In the proof, `hq` is the expansion, `hJ` and `hK` identify the two matrices, and `hJ'` and `hK'` are the exchanges of names, where `hv` is used.

```lean
/-- For a symmetric kernel, twice the quadratic form of `J - K` at `c` is the sum over ordered pairs
of grid points of the kernel times the quadratic form of `D` at the pair vector. -/
theorem two_mul_expectation (v : X → X → ℝ) (hv : ∀ x y, v x y = v y x)
    (D : Matrix X X ℝ) (c : X → ℝ) :
    2 * (c ⬝ᵥ (coulomb v D - exchange v D) *ᵥ c) =
      ∑ x, ∑ y, v x y * (pairVec c x y ⬝ᵥ D *ᵥ pairVec c x y) := by
  have hq : ∀ x y, pairVec c x y ⬝ᵥ D *ᵥ pairVec c x y =
      c x * (c x * D y y - c y * D y x) - c y * (c x * D x y - c y * D x x) := by
    intro x y
    rw [← mulVec_pairVec D c x y y, ← mulVec_pairVec D c x y x]
    generalize D *ᵥ pairVec c x y = w
    simp [pairVec, sub_dotProduct, smul_dotProduct]
  have hJ : c ⬝ᵥ coulomb v D *ᵥ c = ∑ x, ∑ y, v x y * (c x ^ 2 * D y y) := by
    simp only [dotProduct, coulomb, Matrix.mulVec_diagonal]
    refine Finset.sum_congr rfl fun x _ => ?_
    rw [Finset.sum_mul, Finset.mul_sum]
    exact Finset.sum_congr rfl fun y _ => by ring
  have hK : c ⬝ᵥ exchange v D *ᵥ c = ∑ x, ∑ y, v x y * (c x * c y * D x y) := by
    simp only [dotProduct, exchange, Matrix.mulVec, Matrix.of_apply, Finset.mul_sum]
    exact Finset.sum_congr rfl fun x _ => Finset.sum_congr rfl fun y _ => by ring
  -- the symmetry of the kernel lets the two grid points be exchanged
  have hJ' : ∑ x, ∑ y, v x y * (c x ^ 2 * D y y) = ∑ x, ∑ y, v x y * (c y ^ 2 * D x x) := by
    rw [Finset.sum_comm]
    exact Finset.sum_congr rfl fun x _ => Finset.sum_congr rfl fun y _ => by rw [hv y x]
  have hK' : ∑ x, ∑ y, v x y * (c x * c y * D x y) =
      ∑ x, ∑ y, v x y * (c x * c y * D y x) := by
    rw [Finset.sum_comm]
    exact Finset.sum_congr rfl fun x _ => Finset.sum_congr rfl fun y _ => by
      rw [hv y x]; ring
  have hS : ∑ x, ∑ y, v x y * (pairVec c x y ⬝ᵥ D *ᵥ pairVec c x y) =
      ∑ x, ∑ y, v x y * (c x ^ 2 * D y y) + ∑ x, ∑ y, v x y * (c y ^ 2 * D x x)
      - ∑ x, ∑ y, v x y * (c x * c y * D x y) - ∑ x, ∑ y, v x y * (c x * c y * D y x) := by
    simp only [← Finset.sum_add_distrib, ← Finset.sum_sub_distrib]
    exact Finset.sum_congr rfl fun x _ => Finset.sum_congr rfl fun y _ => by
      rw [hq]; ring
  rw [hS, Matrix.sub_mulVec, dotProduct_sub, hJ, hK]
  linarith
```

Without symmetry the conclusion can fail. On two points take v(1,2) = 1, v(2,1) = 4, D₁₁ = D₂₂ = 0.5 and D₁₂ = D₂₁ = 0.45. This D is positive semidefinite of rank two, but J − K is not symmetric, and its quadratic form

0.5 c₁² + 2c₂² − 2.25 c₁c₂

is negative at c = (2, 1), where it equals −0.5.

## Repulsion between distinct points: v(x,y) > 0 for x ≠ y

How the interaction energy changes with distance is left open; strictly repulsive means here only that it is positive for any two particles at different points. In the derivation this makes every term of the double sum nonnegative: for x = y the pair vector is zero, and for x ≠ y a positive number multiplies wᵀDw ≥ 0. The lemma `pair_term_nonneg` makes the same case distinction.

```lean
/-- If the kernel is positive between distinct points and `D` is positive semidefinite, every pair
of grid points contributes a nonnegative amount. -/
theorem pair_term_nonneg {v : X → X → ℝ} (hpos : ∀ x y, x ≠ y → 0 < v x y)
    {D : Matrix X X ℝ} (hD : D.PosSemidef) (c : X → ℝ) (x y : X) :
    0 ≤ v x y * (pairVec c x y ⬝ᵥ D *ᵥ pairVec c x y) := by
  by_cases hxy : x = y
  · subst hxy
    simp [pairVec]
  · have h := hD.dotProduct_mulVec_nonneg (pairVec c x y)
    rw [star_trivial] at h
    exact mul_nonneg (hpos x y hxy).le h
```

For this step v(x,y) ≥ 0 would be enough. Strict positivity is used when the sum vanishes, because v(x,y) can then be divided out of each term with x ≠ y. What happens without it is settled by the last theorem below.

## Positive semidefinite D

A density matrix has nonnegative occupation numbers, and `D.PosSemidef` expresses this together with symmetry. Neither idempotency nor a fixed trace is required, so fractional occupations are included. The upper bound of one on each occupation, which holds for electrons of one spin, is not needed either.

Suppose cᵀ(J − K)c = 0. A vanishing sum of nonnegative terms vanishes term by term, so wᵀDw = 0 for each pair x ≠ y. Write D = BᵀB. Then |Bw|² = 0, so Bw = 0 and Dw = 0. In components,

c_x D_zy = c_y D_zx for all x, y, z

This is trivial for x = y. Conversely, if these equations hold, every Dw is zero and so is the sum.

The proof turns on the Mathlib lemma `dotProduct_mulVec_zero_iff`, which says that for a positive semidefinite matrix the quadratic form vanishes at a vector exactly when the matrix annihilates that vector. It converts one scalar equation per pair (`h3`) into a vector equation (`h4`), which `mulVec_pairVec` then reads off at every grid point z. The scalar equation alone relates only the entries of D at the points x and y. Semidefiniteness is essential to the lemma: for D = diag(1, −1) and w = (1, 1), the form is zero but Dw = (1, −1).

```lean
/-- For a symmetric, strictly repulsive kernel and a positive semidefinite `D`, the quadratic form
of `J - K` vanishes at `c` exactly when `c x * D z y = c y * D z x` for all grid points `x`, `y`,
`z`. -/
theorem expectation_eq_zero_iff {v : X → X → ℝ} (hv : ∀ x y, v x y = v y x)
    (hpos : ∀ x y, x ≠ y → 0 < v x y) {D : Matrix X X ℝ} (hD : D.PosSemidef) (c : X → ℝ) :
    c ⬝ᵥ (coulomb v D - exchange v D) *ᵥ c = 0 ↔
      ∀ x y z, c x * D z y = c y * D z x := by
  have hid := two_mul_expectation v hv D c
  constructor
  · intro h x y z
    by_cases hxy : x = y
    · rw [hxy]
    rw [h, mul_zero] at hid
    -- a vanishing sum of nonnegative terms vanishes term by term
    have h1 := (Finset.sum_eq_zero_iff_of_nonneg fun x _ =>
      Finset.sum_nonneg fun y _ => pair_term_nonneg hpos hD c x y).1 hid.symm x
        (Finset.mem_univ x)
    have h2 := (Finset.sum_eq_zero_iff_of_nonneg fun y _ =>
      pair_term_nonneg hpos hD c x y).1 h1 y (Finset.mem_univ y)
    have h3 := (mul_eq_zero.1 h2).resolve_left (hpos x y hxy).ne'
    have h4 : D *ᵥ pairVec c x y = 0 :=
      (hD.dotProduct_mulVec_zero_iff _).1 (by rw [star_trivial]; exact h3)
    have h5 := mulVec_pairVec D c x y z
    rw [h4, Pi.zero_apply] at h5
    linarith
  · intro h
    have h0 : ∀ x y, D *ᵥ pairVec c x y = 0 := by
      intro x y
      funext z
      rw [mulVec_pairVec, h x y z, sub_self, Pi.zero_apply]
    simp only [h0, dotProduct_zero, mul_zero, Finset.sum_const_zero] at hid
    linarith
```

The matrix D = diag(1, −1) also shows what happens to the main result without semidefiniteness. It has rank two, but on two points J − K = diag(−v(1,2), v(1,2)), which is indefinite.

## Rank at least two

For a positive semidefinite D, the rank is the number of natural orbitals with nonzero occupation. A matrix has rank at most one exactly when

D_xy = u_x a_y

If the rank is at most one, all columns are multiples of one vector u, and a_y is the multiple for column y. Conversely, such a product maps every vector to a multiple of u. In Lean, `finrank_le_one_iff` supplies u and `choose` collects the coefficients a_y.

```lean
/-- A matrix on the grid has rank at most one exactly when its entries are products
`u x * a y`. -/
theorem rank_le_one_iff_product (D : Matrix X X ℝ) :
    D.rank ≤ 1 ↔ ∃ u a : X → ℝ, ∀ x y, D x y = u x * a y := by
  constructor
  · intro h
    rw [Matrix.rank] at h
    obtain ⟨u, hu⟩ := finrank_le_one_iff.1 h
    choose a ha using fun y : X =>
      hu ⟨D.mulVecLin (Pi.single y 1), LinearMap.mem_range_self _ _⟩
    refine ⟨u.1, a, fun x y => ?_⟩
    have h1 : a y * u.1 x = (D *ᵥ Pi.single y 1) x :=
      congrFun (congrArg Subtype.val (ha y)) x
    have h2 : (D *ᵥ Pi.single y 1) x = D x y := by simp
    rw [← h2, ← h1, mul_comm]
  · rintro ⟨u, a, h⟩
    have hD : D = Matrix.vecMulVec u a := by
      ext x y
      rw [h, Matrix.vecMulVec_apply]
    rw [hD]
    exact Matrix.rank_vecMulVec_le u a
```

Now let c ≠ 0 satisfy cᵀ(J − K)c = 0, and pick p with c_p ≠ 0. The equations above give

D_zy = D_zp (c_y / c_p)

so D has rank at most one. If the rank is at least two, no such c exists, and the nonnegative form is strictly positive for every c ≠ 0. Lean's `PosDef` also requires the matrix to be symmetric, which `hJ` and `hK` provide.

```lean
/-- For a symmetric, strictly repulsive kernel and a positive semidefinite `D` of rank at least two,
`J - K` is positive definite. -/
theorem posDef_of_two_le_rank {v : X → X → ℝ} (hv : ∀ x y, v x y = v y x)
    (hpos : ∀ x y, x ≠ y → 0 < v x y) {D : Matrix X X ℝ} (hD : D.PosSemidef)
    (hr : 2 ≤ D.rank) : (coulomb v D - exchange v D).PosDef := by
  have hK : (exchange v D).IsHermitian := Matrix.IsHermitian.ext fun x y => by
    have hs : D y x = D x y := by simpa using hD.isHermitian.apply x y
    change star (v y x * D y x) = v x y * D x y
    rw [star_trivial, hv y x, hs]
  have hJ : (coulomb v D).IsHermitian := Matrix.isHermitian_diagonal _
  refine Matrix.posDef_iff_dotProduct_mulVec.2 ⟨hJ.sub hK, fun c hc => ?_⟩
  rw [star_trivial]
  have hn : 0 ≤ c ⬝ᵥ (coulomb v D - exchange v D) *ᵥ c := by
    have h := Finset.sum_nonneg fun x (_ : x ∈ Finset.univ) =>
      Finset.sum_nonneg fun y (_ : y ∈ Finset.univ) => pair_term_nonneg hpos hD c x y
    rw [← two_mul_expectation v hv D c] at h
    linarith
  refine lt_of_le_of_ne hn fun h0 => ?_
  -- a null orbital would force all columns of `D` to be proportional
  have h := (expectation_eq_zero_iff hv hpos hD c).1 h0.symm
  obtain ⟨p, hp⟩ := Function.ne_iff.1 hc
  have hp' : c p ≠ 0 := hp
  have h1 : D.rank ≤ 1 := (rank_le_one_iff_product D).2
    ⟨fun z => D z p, fun y => c y / c p, fun z y => by
      have := h p y z
      field_simp
      linarith⟩
  omega
```

Without the rank condition positive definiteness is lost. If D_xy = u_x a_y with a ≠ 0, the orbital c = a satisfies the null equations, since both sides equal a_x a_y u_z. If a = 0, then D = 0 and every orbital is null.

## A nonempty grid

This hypothesis says that there is at least one place for a particle to be. It is used only when D = 0, where the proof takes the constant orbital `1` as a nonzero null vector. On an empty grid the equivalence fails: the matrix without entries is positive definite, and its rank is zero. On a one-point grid both sides are false.

```lean
/-- On a nonempty grid with a strictly repulsive symmetric kernel, `J(D) - K(D)` is positive
definite if and only if the density matrix `D` has rank at least two. -/
theorem posDef_iff_two_le_rank [Nonempty X] {v : X → X → ℝ} (hv : ∀ x y, v x y = v y x)
    (hpos : ∀ x y, x ≠ y → 0 < v x y) {D : Matrix X X ℝ} (hD : D.PosSemidef) :
    (coulomb v D - exchange v D).PosDef ↔ 2 ≤ D.rank := by
  refine ⟨fun h => ?_, posDef_of_two_le_rank hv hpos hD⟩
  by_contra hr
  obtain ⟨u, a, hua⟩ := (rank_le_one_iff_product D).1 (by omega)
  -- the single occupied orbital, or any orbital if `D = 0`, is a null vector
  have hex : ∃ c : X → ℝ, c ≠ 0 ∧ ∀ x y z, c x * D z y = c y * D z x := by
    by_cases ha : a = 0
    · exact ⟨1, one_ne_zero, fun x y z => by simp [hua, ha]⟩
    · exact ⟨a, ha, fun x y z => by rw [hua, hua]; ring⟩
  obtain ⟨c, hc, hnull⟩ := hex
  have h1 := h.dotProduct_mulVec_pos hc
  rw [star_trivial, (expectation_eq_zero_iff hv hpos hD c).2 hnull] at h1
  exact lt_irrefl _ h1
```

## One nonzero orbital

For D = φφᵀ the hypothesis φ ≠ 0 says that an orbital is actually occupied; if φ is normalised, it holds one electron. The null equations become

c_x φ_z φ_y = c_y φ_z φ_x

Choose p with φ_p ≠ 0 and set y = z = p. After dividing by φ_p²,

c_x = (c_p / φ_p) φ_x

so c is a multiple of φ. Conversely, every multiple satisfies the equations. This is the cancellation of self-interaction in Hartree–Fock theory, and in this grid model no other orbital shares it. If φ were zero on a nonempty grid, every orbital would be null, though the only multiple of φ is zero.

```lean
/-- For a symmetric, strictly repulsive kernel and `D = φ φᵀ` with `φ` nonzero, the quadratic form
of `J - K` vanishes exactly at the multiples of `φ`. -/
theorem single_orbital_null_iff {v : X → X → ℝ} (hv : ∀ x y, v x y = v y x)
    (hpos : ∀ x y, x ≠ y → 0 < v x y) {φ : X → ℝ} (hφ : φ ≠ 0) (c : X → ℝ) :
    c ⬝ᵥ (coulomb v (vecMulVec φ φ) - exchange v (vecMulVec φ φ)) *ᵥ c = 0 ↔
      ∃ t : ℝ, c = t • φ := by
  have hD : (vecMulVec φ φ).PosSemidef := by
    simpa using Matrix.posSemidef_vecMulVec_self_star φ
  rw [expectation_eq_zero_iff hv hpos hD]
  simp only [Matrix.vecMulVec_apply]
  constructor
  · intro h
    obtain ⟨p, hp⟩ := Function.ne_iff.1 hφ
    have hp' : φ p ≠ 0 := hp
    refine ⟨c p / φ p, funext fun x => ?_⟩
    have h1 : c x * φ p = c p * φ x := mul_left_cancel₀ hp' (by linarith [h x p p])
    rw [Pi.smul_apply, smul_eq_mul, div_mul_eq_mul_div, eq_div_iff hp', h1]
  · rintro ⟨t, rfl⟩ x y z
    simp only [Pi.smul_apply, smul_eq_mul]
    ring
```

## Repulsion is necessary if every D is to be allowed

Let v be symmetric, of any sign. If J − K is positive definite for every positive semidefinite D of rank at least two, then v is strictly positive between distinct points. To see this, fix x ≠ y and put one particle on each:

D = e_x e_xᵀ + e_y e_yᵀ

If D were a product of the form u_x a_y, then

1 = D_xx D_yy = (u_x a_x)(u_y a_y) = (u_x a_y)(u_y a_x) = D_xy D_yx = 0

so the rank is at least two. The diagonal entry of J − K at x is

v(x,x) + v(x,y) − v(x,x) = v(x,y)

and a positive definite matrix has positive diagonal entries. In Lean, `d` holds the two occupations, `h4` is the contradiction and `he` computes the entry. The other direction is `posDef_of_two_le_rank`. The equivalence concerns all such D together; a particular D may give a positive definite J − K even if v vanishes for some pair.

```lean
/-- A symmetric kernel makes `J - K` positive definite for every density matrix of rank at
least two if and only if it is strictly positive between distinct grid points. -/
theorem kernel_pos_iff {v : X → X → ℝ} (hv : ∀ x y, v x y = v y x) :
    (∀ D : Matrix X X ℝ, D.PosSemidef → 2 ≤ D.rank →
      (coulomb v D - exchange v D).PosDef) ↔ ∀ x y, x ≠ y → 0 < v x y := by
  refine ⟨fun h x y hxy => ?_, fun hpos D hD hr => posDef_of_two_le_rank hv hpos hD hr⟩
  -- test density: one particle on each of the two grid points
  let d : X → ℝ := fun z => (if z = x then 1 else 0) + (if z = y then 1 else 0)
  have hd : (Matrix.diagonal d).PosSemidef := Matrix.posSemidef_diagonal_iff.2 fun z => by
    dsimp only [d]
    positivity
  have hdx : d x = 1 := by simp [d, hxy]
  have hdy : d y = 1 := by simp [d, hxy.symm]
  have hr : 2 ≤ (Matrix.diagonal d).rank := by
    by_contra hlt
    obtain ⟨u, a, hua⟩ := (rank_le_one_iff_product (Matrix.diagonal d)).1 (by omega)
    have h1 := hua x x
    have h2 := hua y y
    have h3 := hua x y
    rw [Matrix.diagonal_apply_eq, hdx] at h1
    rw [Matrix.diagonal_apply_eq, hdy] at h2
    rw [Matrix.diagonal_apply_ne _ hxy] at h3
    have h4 : (1 : ℝ) = 0 := by
      calc (1 : ℝ) = (u x * a x) * (u y * a y) := by rw [← h1, ← h2, one_mul]
        _ = (u x * a y) * (u y * a x) := by ring
        _ = 0 := by rw [← h3, zero_mul]
    exact one_ne_zero h4
  have hxx := (h _ hd hr).diag_pos (i := x)
  have he : (coulomb v (Matrix.diagonal d) - exchange v (Matrix.diagonal d)) x x = v x y := by
    rw [Matrix.sub_apply, coulomb, exchange, Matrix.diagonal_apply_eq, Matrix.of_apply]
    simp only [Matrix.diagonal_apply_eq, hdx]
    simp [d, mul_add, Finset.sum_add_distrib]
  rwa [he] at hxx

end

end HartreeFockStrictPositivity
```

```lean
#print axioms HartreeFockStrictPositivity.posDef_iff_two_le_rank
#print axioms HartreeFockStrictPositivity.single_orbital_null_iff
#print axioms HartreeFockStrictPositivity.kernel_pos_iff
```

```
'HartreeFockStrictPositivity.posDef_iff_two_le_rank' depends on axioms: [propext, Classical.choice, Quot.sound]
'HartreeFockStrictPositivity.single_orbital_null_iff' depends on axioms: [propext, Classical.choice, Quot.sound]
'HartreeFockStrictPositivity.kernel_pos_iff' depends on axioms: [propext, Classical.choice, Quot.sound]
```
